# Conformal generators of weight $h$ built from $[d,x]=1$ satisfy $[L_m,L_n]=(m-n)L_{m+n}$ for $m,n\ge 0$

The coordinate $x$ and the derivative $d$ are modelled here as two elements of an abstract algebra, not as operators on a chosen space of functions. All that is assumed about them is $dx-xd=1$, which is the product rule $(xf)'-xf'=f$ with the function $f$ removed. The algebra `A` cannot be commutative unless it is the zero ring, because $dx-xd$ would then vanish; its scalars form a commutative ring `R`, for instance the real or complex numbers.

```lean
import Mathlib

open Polynomial

namespace ConformalGenerators

variable {R A : Type*} [CommRing R] [Ring A] [Algebra R A]
```

A field of weight $h$ responds to a dilation as $\phi(x)\to\lambda^h\phi(\lambda x)$. Differentiating at $\lambda=1$ gives $(xd+h)\phi$, which is $-L_0\phi$ in the family

$$L_n=-x^{n+1}d-h(n+1)x^n .$$

In Lean this is `L h x d n`. The weight is a scalar in `R`, so it commutes with $x$ and $d$, and the symbol `•` multiplies an algebra element by a scalar. The mode $n$ is a natural number, so no inverse of $x$ is needed. At $h=0$ only the vector field $-x^{n+1}d$ remains.

```lean
/-- The conformal generator `L_n = -x^(n+1) d - h (n+1) x^n` acting on a field of weight `h`. -/
def L (h : R) (x d : A) (n : ℕ) : A :=
  -(x ^ (n + 1) * d) - (h * ((n : R) + 1)) • x ^ n
```

## Moving the derivative to the right

The first step is

$$d\,x^{n+1}=x^{n+1}d+(n+1)x^n .$$

For $n=0$ this is the assumed relation `hc`. If it holds for $n$, multiplying by $x$ on the right gives

$$d\,x^{n+2}=x^{n+1}(xd+1)+(n+1)x^{n+1}=x^{n+2}d+(n+2)x^{n+1}.$$

The `calc` block follows this induction, and `module` collects the scalar coefficients at the end.

```lean
/-- Moving the derivative through a power of the coordinate:
`d x^(n+1) = x^(n+1) d + (n+1) x^n`. -/
theorem d_mul_pow {x d : A} (hc : d * x - x * d = 1) (n : ℕ) :
    d * x ^ (n + 1) = x ^ (n + 1) * d + ((n : R) + 1) • x ^ n := by
  have hdx : d * x = x * d + 1 := sub_eq_iff_eq_add'.mp hc
  induction n with
  | zero => simp [hdx]
  | succ n ih =>
    calc d * x ^ (n + 1 + 1) = d * x ^ (n + 1) * x := by
          rw [pow_succ x (n + 1), mul_assoc]
      _ = x ^ (n + 1) * (d * x) + ((n : R) + 1) • (x ^ n * x) := by
          rw [ih, add_mul, smul_mul_assoc, mul_assoc]
      _ = x ^ (n + 1) * x * d + x ^ (n + 1) + ((n : R) + 1) • x ^ (n + 1) := by
          rw [hdx, mul_add, mul_one, ← mul_assoc, ← pow_succ x n]
      _ = _ := by
          rw [← pow_succ x (n + 1)]
          push_cast
          module
```

Multiplying by $x$ on the left gives the rule for the Euler operator $E=xd$,

$$E\,x^n=x^nE+n\,x^n ,$$

which also holds trivially at $n=0$. The proof treats that case separately.

```lean
/-- The Euler operator `x d` counts powers of the coordinate:
`(x d) x^n = x^n (x d) + n x^n`. -/
theorem euler_mul_pow {x d : A} (hc : d * x - x * d = 1) (n : ℕ) :
    x * d * x ^ n = x ^ n * (x * d) + (n : R) • x ^ n := by
  cases n with
  | zero => simp
  | succ n =>
    have hx : x * x ^ (n + 1) = x ^ (n + 1) * x :=
      (pow_succ' x (n + 1)).symm.trans (pow_succ x (n + 1))
    rw [mul_assoc, d_mul_pow (R := R) hc, mul_add, mul_smul_comm, ← mul_assoc, hx,
      ← pow_succ' x n, mul_assoc]
    push_cast
    module
```

## The product of two generators

Each generator is minus a sum of two terms, so products expand by

$$(-a-rp)(-b-sq)=ab+s\,aq+r\,pb+rs\,pq ,$$

where $r,s$ are scalars and the order of the algebra elements is kept.

```lean
private lemma expand (a b p q : A) (r s : R) :
    (-a - r • p) * (-b - s • q)
      = a * b + s • (a * q) + r • (p * b) + (r * s) • (p * q) := by
  simp only [sub_mul, mul_sub, neg_mul, mul_neg, smul_mul_assoc, mul_smul_comm]
  module
```

For commutators with $-d$ the corresponding expansion is

$$[-a-rb,\,-d]=[a,d]+r[b,d].$$

```lean
private lemma comm_neg (a b d : A) (r : R) :
    (-a - r • b) * (-d) - (-d) * (-a - r • b)
      = a * d - d * a + r • (b * d - d * b) := by
  simp only [sub_mul, mul_sub, neg_mul, mul_neg, smul_mul_assoc, mul_smul_comm]
  module
```

Now write $L_n=-x^nE-h(n+1)x^n$. By the Euler rule, $x^mE\,x^n=x^{m+n}E+n\,x^{m+n}$. With $\alpha=h(m+1)$ and $\beta=h(n+1)$, the four terms of the product are

$$\begin{aligned}
x^mE\,x^nE&=x^{m+n}E^2+n\,x^{m+n}E,\\
\beta\,x^mE\,x^n&=\beta\,x^{m+n}E+n\beta\,x^{m+n},\\
\alpha\,x^m x^nE&=\alpha\,x^{m+n}E,\\
\alpha\beta\,x^mx^n&=\alpha\beta\,x^{m+n}.
\end{aligned}$$

Their sum is

$$L_mL_n=x^{m+n}E^2+(n+\alpha+\beta)\,x^{m+n}E+(n+\alpha)\beta\,x^{m+n}.$$

In the proof, `e2` moves $E$ past $x^n$, `e1` uses this for the first of the four terms, and `e3` combines the powers of $x$ in the third.

```lean
/-- The product of two generators, ordered with powers of `x` to the left of the
Euler operator `x d`. -/
theorem L_mul_L (h : R) {x d : A} (hc : d * x - x * d = 1) (m n : ℕ) :
    L h x d m * L h x d n = x ^ (m + n) * (x * d) * (x * d)
      + ((n : R) + h * ((m : R) + 1) + h * ((n : R) + 1)) • (x ^ (m + n) * (x * d))
      + (((n : R) + h * ((m : R) + 1)) * (h * ((n : R) + 1))) • x ^ (m + n) := by
  have hL : ∀ k : ℕ, L h x d k = -(x ^ k * (x * d)) - (h * ((k : R) + 1)) • x ^ k := by
    intro k
    rw [L, pow_succ, mul_assoc]
  -- the Euler operator of the left factor passes through `x^n`
  have e2 : x ^ m * (x * d) * x ^ n
      = x ^ (m + n) * (x * d) + (n : R) • x ^ (m + n) := by
    rw [mul_assoc, euler_mul_pow (R := R) hc, mul_add, mul_smul_comm, ← mul_assoc,
      ← pow_add]
  have e1 : x ^ m * (x * d) * (x ^ n * (x * d))
      = x ^ (m + n) * (x * d) * (x * d) + (n : R) • (x ^ (m + n) * (x * d)) := by
    rw [← mul_assoc (x ^ m * (x * d)) (x ^ n) (x * d), e2, add_mul, smul_mul_assoc]
  have e3 : x ^ m * (x ^ n * (x * d)) = x ^ (m + n) * (x * d) := by
    rw [pow_add, mul_assoc]
  rw [hL m, hL n, expand, e1, e2, e3, ← pow_add]
  module
```

## The commutator

In $L_mL_n-L_nL_m$ the $E^2$ terms cancel, and so do $\alpha+\beta$ and $\alpha\beta$. What is left is

$$(n-m)\,x^{m+n}E+(n\beta-m\alpha)\,x^{m+n}.$$

Since $n\beta-m\alpha=h\big(n(n+1)-m(m+1)\big)=h(n-m)(m+n+1)$, the difference equals

$$(m-n)\big(-x^{m+n}E-h(m+n+1)x^{m+n}\big)=(m-n)L_{m+n}.$$

The weight therefore enters the generators but not the structure constants. The theorem states this for every `h` in `R` and all natural `m` and `n`. Its smallest nontrivial instance is $[L_1,L_0]=L_1$; for $m=n$ both sides vanish.

```lean
/-- The conformal generators on a field of any weight `h` satisfy
`[L_m, L_n] = (m - n) L_(m+n)`. -/
theorem conformal_commutator (h : R) {x d : A} (hc : d * x - x * d = 1) (m n : ℕ) :
    L h x d m * L h x d n - L h x d n * L h x d m
      = ((m : R) - (n : R)) • L h x d (m + n) := by
  have hL : L h x d (m + n)
      = -(x ^ (m + n) * (x * d)) - (h * ((m : R) + (n : R) + 1)) • x ^ (m + n) := by
    rw [L, pow_succ, mul_assoc, Nat.cast_add]
  -- the terms quadratic in the Euler operator cancel
  rw [L_mul_L h hc m n, L_mul_L h hc n m, add_comm n m, hL]
  module
```

These are the Witt relations for non-negative modes. The statement concerns operators in one coordinate and says nothing about the central charge of a quantum field theory.

## Translation and the Casimir

Setting $n=-1$ in the formula for $L_n$ removes the weight term and leaves $L_{-1}=-d$. This generator is written out explicitly, because `L` accepts only natural modes. From $[x^{n+2}d,d]=-(n+2)x^{n+1}d$ and $[x^{n+1},d]=-(n+1)x^n$,

$$[L_{n+1},-d]=-(n+2)x^{n+1}d-h(n+2)(n+1)x^n=(n+2)L_n .$$

```lean
/-- The commutator with the translation generator `-d` lowers the mode by one:
`[L_(n+1), -d] = (n+2) L_n`. -/
theorem translation_commutator (h : R) {x d : A} (hc : d * x - x * d = 1) (n : ℕ) :
    L h x d (n + 1) * (-d) - (-d) * L h x d (n + 1) = ((n : R) + 2) • L h x d n := by
  have e1 : d * (x ^ (n + 1 + 1) * d)
      = x ^ (n + 1 + 1) * d * d + (((n + 1 : ℕ) : R) + 1) • (x ^ (n + 1) * d) := by
    rw [← mul_assoc, d_mul_pow (R := R) hc (n + 1), add_mul, smul_mul_assoc]
  unfold L
  rw [comm_neg, e1, d_mul_pow (R := R) hc n]
  push_cast
  module
```

The remaining case is $L_0=-E-h$. Here $dE=(xd+1)d=Ed+d$, so $[L_0,-d]=[E,d]=-d$.

```lean
/-- The dilation generator `L_0` and the translation generator `-d` satisfy
`[L_0, -d] = -d`. -/
theorem dilation_translation (h : R) {x d : A} (hc : d * x - x * d = 1) :
    L h x d 0 * (-d) - (-d) * L h x d 0 = -d := by
  have hdx : d * x = x * d + 1 := sub_eq_iff_eq_add'.mp hc
  have l0 : L h x d 0 = -(x * d) - h • (1 : A) := by simp [L]
  have e : d * (x * d) = x * d * d + d := by
    rw [← mul_assoc, hdx, add_mul, one_mul]
  rw [l0, comm_neg, e, one_mul, mul_one]
  module
```

One could also take $x$ invertible and let $n$ run over the integers. Translation would then be an ordinary member of the family, but the polynomial realisation below would no longer serve, since multiplication by $X$ has no inverse on polynomials over a nonzero ring; Laurent polynomials are one possible replacement.

Over the real numbers, the modes $-1,0,1$ are the infinitesimal generators of the Möbius transformations of the line completed by a point at infinity. For their quadratic Casimir, $E^2=x^2d^2+E$ gives

$$\begin{aligned}
L_0^2+L_0&=x^2d^2+2hE+h^2-h,\\
L_1L_{-1}&=x^2d^2+2hE .
\end{aligned}$$

The difference is the scalar $h(h-1)$, so the weights $h$ and $1-h$ share the same value.

```lean
/-- With `L_(-1) = -d`, the quadratic Casimir `L_0^2 + L_0 - L_1 L_(-1)` is the
scalar `h (h - 1)`. -/
theorem casimir (h : R) {x d : A} (hc : d * x - x * d = 1) :
    L h x d 0 * L h x d 0 + L h x d 0 - L h x d 1 * (-d) = (h * (h - 1)) • (1 : A) := by
  have hdx : d * x = x * d + 1 := sub_eq_iff_eq_add'.mp hc
  have l0 : L h x d 0 = -(x * d) - h • (1 : A) := by simp [L]
  have l1 : L h x d 1 = -(x ^ 2 * d) - (h * 2) • x := by
    simp only [L, Nat.cast_one, pow_one, one_add_one_eq_two]
  have e : x * d * (x * d) = x ^ 2 * d * d + x * d := by
    calc x * d * (x * d) = x * (d * x) * d := by simp only [mul_assoc]
      _ = _ := by rw [hdx]; noncomm_ring
  have e' : (-(x ^ 2 * d) - (h * 2) • x) * (-d)
      = x ^ 2 * d * d + (h * 2) • (x * d) := by
    simp only [sub_mul, neg_mul, mul_neg, smul_mul_assoc]
    module
  rw [l0, l1, e', expand, e, mul_one, one_mul, mul_one]
  module
```

For a single quantum-mechanical coordinate, with $d=ip/\hbar$ and $h=\tfrac12$, the formal expression for $L_0$ is $-i(xp+px)/(2\hbar)$, which is $-i/\hbar$ times the symmetrised dilation generator $(xp+px)/2$; operator domains and self-adjointness play no part in this algebra.

## A realisation on polynomials

The assumed relation holds for concrete operators on the polynomials $R[X]$. The coordinate acts by multiplication, $p\mapsto Xp$.

```lean
/-- Multiplication by the coordinate, as an operator on polynomials. -/
noncomputable def mulX (R : Type*) [CommRing R] : Module.End R R[X] :=
  LinearMap.mulLeft R X
```

The derivative acts by $p\mapsto p'$.

```lean
/-- Differentiation, as an operator on polynomials. -/
noncomputable def diff (R : Type*) [CommRing R] : Module.End R R[X] :=
  Polynomial.derivative
```

The product rule gives $(Xp)'-Xp'=p$ for every polynomial $p$, which is the relation required of $d$ and $x$.

```lean
/-- Differentiation and multiplication by the coordinate on polynomials satisfy
`[d, x] = 1`. -/
theorem canonical_witness (R : Type*) [CommRing R] :
    diff R * mulX R - mulX R * diff R = 1 := by
  refine LinearMap.ext fun p => ?_
  show derivative (X * p) - X * derivative p = p
  rw [derivative_mul, derivative_X]
  ring
```

On a monomial, $X^{n+1}(X^k)'=k\,X^{n+k}$, with both sides zero at $k=0$. Adding the weight term,

$$L_nX^k=-\big(k+h(n+1)\big)X^{n+k}.$$

In particular $L_0X^k=-(k+h)X^k$: each monomial is an eigenvector of the dilation generator, and on the constant polynomial $1$ the eigenvalue is $-h$. In the proof, `hp` evaluates powers of the multiplication operator and `hd` evaluates the derivative term.

```lean
/-- On monomials the generator of weight `h` acts by
`L_n X^k = -(k + h (n+1)) X^(n+k)`. -/
theorem L_apply_monomial (h : R) (n k : ℕ) :
    L h (mulX R) (diff R) n (X ^ k)
      = (-((k : R) + h * ((n : R) + 1))) • (X ^ (n + k) : R[X]) := by
  have hp : ∀ (j : ℕ) (p : R[X]), (mulX R ^ j) p = X ^ j * p := by
    intro j p
    induction j with
    | zero => simp
    | succ j ih =>
      rw [pow_succ', Module.End.mul_apply, ih]
      show X * (X ^ j * p) = X ^ (j + 1) * p
      ring
  have hd : X ^ (n + 1) * diff R (X ^ k) = (k : R) • (X ^ (n + k) : R[X]) := by
    cases k with
    | zero => simp [diff]
    | succ k =>
      show X ^ (n + 1) * derivative (X ^ (k + 1)) = _
      rw [derivative_X_pow, smul_eq_C_mul, Nat.add_sub_cancel]
      ring
  simp only [L, LinearMap.sub_apply, LinearMap.neg_apply, Module.End.mul_apply,
    LinearMap.smul_apply, hp]
  rw [hd, ← pow_add]
  module

end ConformalGenerators
```

```lean
#print axioms ConformalGenerators.conformal_commutator
-- 'ConformalGenerators.conformal_commutator' depends on axioms: [propext, Quot.sound]
#print axioms ConformalGenerators.dilation_translation
-- 'ConformalGenerators.dilation_translation' depends on axioms: [propext, Quot.sound]
#print axioms ConformalGenerators.casimir
-- 'ConformalGenerators.casimir' depends on axioms: [propext, Quot.sound]
#print axioms ConformalGenerators.L_apply_monomial
-- 'ConformalGenerators.L_apply_monomial' depends on axioms: [propext, Classical.choice, Quot.sound]
```
